# Restricted mean field overestimates the charge response of the repulsive Hubbard atom at half filling

## The atom and its two fillings

The Hubbard atom is a single orbital in which two electrons of opposite spin repel each other with energy $U$. Its Hamiltonian is $H = U\,\hat n_\uparrow \hat n_\downarrow$, with the orbital energy set to zero. The atom exchanges electrons with a reservoir at chemical potential $\mu$ and inverse temperature $\beta = 1/k_BT$. The question is how strongly the mean electron number $n$ responds to $\mu$ at $\mu = U/2$, where the atom is half filled, and what restricted mean field makes of this response.

The response is measured by the slope $dn/d\mu$. The namespace calls it compressibility, a word that many texts keep for $n^{-2}\,dn/d\mu$; the two agree in value at $n = 1$. Throughout, $n$ counts both spins and so runs from 0 to 2.

```lean
import Mathlib

open Filter Topology

namespace HubbardAtomCompressibility

noncomputable section
```

The atom has four states. The empty one has Gibbs weight $1$, each of the two singly occupied ones $e^{\beta\mu}$, and the doubly occupied one $e^{\beta(2\mu-U)}$. Averaging the electron number gives the exact filling

$$n_{\rm ex}(\mu) = \frac{2e^{\beta\mu} + 2e^{\beta(2\mu-U)}}{1 + 2e^{\beta\mu} + e^{\beta(2\mu-U)}}.$$

```lean
/-- Grand-canonical mean electron number of the Hubbard atom: the Gibbs average over the empty,
the two singly occupied and the doubly occupied states. -/
def exactFilling (β U μ : ℝ) : ℝ :=
  (2 * Real.exp (β * μ) + 2 * Real.exp (β * (2 * μ - U))) /
    (1 + 2 * Real.exp (β * μ) + Real.exp (β * (2 * μ - U)))
```

Mean field replaces the interaction by independent electrons in an average potential. A spin-degenerate level at energy $x$, measured from the chemical potential, holds

$$F(x) = \frac{2}{1+e^{\beta x}}$$

electrons.

```lean
/-- Fermi occupation, summed over both spins, of a level at energy `x` above the chemical
potential. -/
def levelFilling (β x : ℝ) : ℝ := 2 / (1 + Real.exp (β * x))
```

In the decoupled Hamiltonian an electron of one spin feels the energy $U\langle \hat n\rangle$ of the other spin. "Restricted" means that both spins have the same occupation $n/2$, so the level lies at $Un/2$, and self-consistency requires

$$n = F\!\left(\tfrac{Un}{2} - \mu\right).$$

In Lean this is a property of a number `n`, with no assumption that a solution exists. The passage from the Hamiltonian to the two scalar formulas is the argument just given; the Lean definitions start from the formulas themselves.

```lean
/-- The restricted mean-field equation: `n` is the occupation of a level which the other
electrons have shifted to the energy `U n / 2`. -/
def IsMeanFieldFilling (β U μ n : ℝ) : Prop := n = levelFilling β (U * n / 2 - μ)
```

## The exact slope at half filling

Write $n_{\rm ex} = A/Z$ for the quotient above, and let $x = e^{\beta U/2}$ for the moment. At $\mu = U/2$ the doubly occupied state has weight $e^0 = 1$, the same as the empty state. Hence

$$A = Z = 2 + 2x, \qquad A' = 2\beta x + 4\beta, \qquad Z' = 2\beta x + 2\beta,$$

and the quotient rule gives

$$n_{\rm ex}' = \frac{A'Z - AZ'}{Z^2} = \frac{A'-Z'}{Z} = \frac{2\beta}{2+2x} = \frac{\beta}{1+e^{\beta U/2}}.$$

`HasDerivAt f a x` says that `f` is differentiable at `x` with derivative `a`. In the proof, `h1` and `h2` differentiate the two exponentials and `fun_div` is the quotient rule. The exponential is then replaced by a positive variable, and `ring` settles the remaining identity.

```lean
/-- At `μ = U/2` the exact filling has the slope `β / (1 + exp (β U / 2))`. -/
theorem exactFilling_hasDerivAt (β U : ℝ) :
    HasDerivAt (exactFilling β U) (β / (1 + Real.exp (β * U / 2))) (U / 2) := by
  have e : β * (2 * (U / 2) - U) = 0 := by ring
  have h1 : HasDerivAt (fun μ : ℝ => Real.exp (β * μ)) (Real.exp (β * (U / 2)) * β) (U / 2) :=
    ((hasDerivAt_id' (U / 2)).const_mul β).exp.congr_deriv (by ring)
  have h2 : HasDerivAt (fun μ : ℝ => Real.exp (β * (2 * μ - U))) (2 * β) (U / 2) :=
    ((((hasDerivAt_id' (U / 2)).const_mul 2).sub_const U).const_mul β).exp.congr_deriv (by
      simp only [e, Real.exp_zero]
      ring)
  have hne : 1 + 2 * Real.exp (β * (U / 2)) + Real.exp (β * (2 * (U / 2) - U)) ≠ 0 := by
    positivity
  have h := ((h1.const_mul 2).fun_add (h2.const_mul 2)).fun_div
    (((h1.const_mul 2).const_add 1).fun_add h2) hne
  refine h.congr_deriv ?_
  -- the doubly occupied and the empty state have equal weight here
  simp only [e, Real.exp_zero, mul_div_assoc β U 2]
  have hx := Real.exp_pos (β * (U / 2))
  generalize Real.exp (β * (U / 2)) = x at hx ⊢
  rw [div_eq_div_iff (by positivity) (by positivity)]
  ring
```

## The occupation of one level

With $w = e^{\beta x}$ (called `e` in the Lean proof of the derivative), where $x$ is again an energy,

$$F'(x) = -\frac{2\beta w}{(1+w)^2}, \qquad 2 - F(x) = \frac{2w}{1+w}, \qquad F(x)\,(2-F(x)) = \frac{4w}{(1+w)^2},$$

so that $F' = -\tfrac{\beta}{2}F(2-F)$. Writing the derivative through $F$ itself lets the self-consistent filling be inserted later.

```lean
/-- The occupation `F` of a level changes with its energy at the rate `-β F (2 - F) / 2`. -/
theorem levelFilling_hasDerivAt (β x : ℝ) :
    HasDerivAt (levelFilling β)
      (-(β / 2 * levelFilling β x * (2 - levelFilling β x))) x := by
  have h1 : HasDerivAt (fun y : ℝ => 1 + Real.exp (β * y)) (Real.exp (β * x) * β) x :=
    (((hasDerivAt_id' x).const_mul β).exp.const_add 1).congr_deriv (by ring)
  have hne : 1 + Real.exp (β * x) ≠ 0 := by positivity
  refine ((hasDerivAt_const x (2 : ℝ)).fun_div h1 hne).congr_deriv ?_
  unfold levelFilling
  have he := Real.exp_pos (β * x)
  generalize Real.exp (β * x) = e at he hne ⊢
  have hw : (1 + e) * (1 + e)⁻¹ = 1 := mul_inv_cancel₀ hne
  rw [div_eq_iff (by positivity)]
  linear_combination 2 * β * ((1 + e) - (1 + e) * (1 + e)⁻¹ - 1) * hw
```

Since $w > 0$, the denominator $1+w$ exceeds 1, and therefore $0 < F < 2$.

```lean
/-- The occupation of a level lies strictly between 0 and 2. -/
theorem levelFilling_bounds (β x : ℝ) : 0 < levelFilling β x ∧ levelFilling β x < 2 := by
  have he := Real.exp_pos (β * x)
  unfold levelFilling
  refine ⟨by positivity, ?_⟩
  rw [div_lt_iff₀ (by positivity)]
  linarith
```

For $\beta > 0$ a higher level has a larger denominator, so $F$ never increases with energy. The tactic `gcongr` carries the inequality through the exponential and the quotient.

```lean
/-- At positive temperature, raising a level never increases its occupation. -/
theorem levelFilling_antitone {β : ℝ} (hβ : 0 < β) : Antitone (levelFilling β) := by
  intro x y h
  unfold levelFilling
  gcongr
```

## One restricted mean-field solution at each chemical potential

Let $g(n) = n - F(Un/2-\mu)$. The bounds on $F$ give $g(0) < 0 < g(2)$, and $g$ is continuous, so it vanishes somewhere in $[0,2]$.

Suppose that $a$ and $b$ both solve the equation and $b < a$. For $U \ge 0$ the level belonging to $a$ is at least as high as the one belonging to $b$, so its occupation is no larger: $a \le b$, a contradiction. Exchanging the roles of $a$ and $b$ gives $a = b$.

The proof takes the zero from `intermediate_value_Icc`, and `key` is the comparison of two solutions. The symbol `∃!` means that there is exactly one such `n`, among all real numbers and not only those in $[0,2]$.

```lean
/-- For `β > 0` and `U ≥ 0` the restricted mean-field equation has exactly one solution at each
chemical potential. -/
theorem meanField_existsUnique {β U : ℝ} (hβ : 0 < β) (hU : 0 ≤ U) (μ : ℝ) :
    ∃! n, IsMeanFieldFilling β U μ n := by
  have hc : Continuous (levelFilling β) :=
    continuous_iff_continuousAt.2 fun x => (levelFilling_hasDerivAt β x).continuousAt
  have hg : Continuous fun n : ℝ => n - levelFilling β (U * n / 2 - μ) :=
    continuous_id.sub (hc.comp (by fun_prop))
  -- existence: the mismatch changes sign between filling 0 and filling 2
  obtain ⟨n, -, hn⟩ := intermediate_value_Icc (show (0 : ℝ) ≤ 2 by norm_num) hg.continuousOn
    (show (0 : ℝ) ∈ Set.Icc _ _ from
      ⟨by linarith [(levelFilling_bounds β (U * 0 / 2 - μ)).1],
       by linarith [(levelFilling_bounds β (U * 2 / 2 - μ)).2]⟩)
  -- uniqueness: a larger filling never lowers the level and so never increases its occupation
  have key : ∀ a b, IsMeanFieldFilling β U μ a → IsMeanFieldFilling β U μ b → a ≤ b := by
    intro a b ha hb
    by_contra hab
    have hlt : b < a := not_le.1 hab
    have hle : U * b / 2 - μ ≤ U * a / 2 - μ := by
      linarith [mul_le_mul_of_nonneg_left hlt.le hU]
    have hF := levelFilling_antitone hβ hle
    unfold IsMeanFieldFilling at ha hb
    linarith
  have hn' : IsMeanFieldFilling β U μ n := sub_eq_zero.1 hn
  exact ⟨n, hn', fun m hm => le_antisymm (key m n hm hn') (key n m hn' hm)⟩
```

## The mean-field slope at any filling

Now let $n(\mu)$ solve the equation at every $\mu$. Differentiating the equation directly would presuppose that $n$ is differentiable. To establish this, follow the level position $t(\mu) = Un(\mu)/2 - \mu$. Since $n(\mu) = F(t(\mu))$,

$$G(t(\mu)) = \mu, \qquad G(s) = \tfrac{U}{2}F(s) - s,$$

so $t$ is undone by the explicit function $G$.

First, $t$ is continuous. Take chemical potentials $x$ and $y$ with $t(x) \ge t(y)$. Then $F(t(x)) \le F(t(y))$, and

$$t(x) - t(y) = \tfrac{U}{2}\bigl[F(t(x)) - F(t(y))\bigr] - (x-y) \le |x-y|.$$

Second, with $n = n(\mu)$,

$$G'(t(\mu)) = -\tfrac{\beta U}{4}\,n(2-n) - 1 < 0,$$

which is not zero. The inverse-function rule gives $t' = 1/G'(t)$, and the chain rule gives

$$n' = F'(t)\,t' = \frac{-\frac{\beta}{2}n(2-n)}{-\frac{\beta U}{4}n(2-n)-1} = \frac{2\beta n(2-n)}{4+\beta U n(2-n)}.$$

In Lean, `hG` is the relation $G(t(\mu)) = \mu$, `hlip` the Lipschitz estimate and `hne` the non-vanishing derivative. `HasDerivAt.of_local_left_inverse` combines the three, and `hL.comp` is the chain rule.

```lean
/-- For `β > 0` and `U ≥ 0` the mean-field filling is differentiable in the chemical potential,
with slope `2 β n (2 - n) / (4 + β U n (2 - n))`. -/
theorem meanField_hasDerivAt {β U : ℝ} (hβ : 0 < β) (hU : 0 ≤ U) {n : ℝ → ℝ}
    (hn : ∀ μ, IsMeanFieldFilling β U μ (n μ)) (μ : ℝ) :
    HasDerivAt n (2 * β * n μ * (2 - n μ) / (4 + β * U * n μ * (2 - n μ))) μ := by
  -- `t` is the position of the shifted level relative to the chemical potential
  obtain ⟨t, ht⟩ : ∃ t : ℝ → ℝ, ∀ ν, t ν = U * n ν / 2 - ν := ⟨_, fun _ => rfl⟩
  have hF : ∀ ν, n ν = levelFilling β (t ν) := by
    intro ν
    rw [ht]
    exact hn ν
  have hG : ∀ ν, U / 2 * levelFilling β (t ν) - t ν = ν := by
    intro ν
    rw [← hF, ht]
    ring
  have hlip : LipschitzWith 1 t := by
    refine LipschitzWith.of_le_add fun x y => ?_
    rw [Real.dist_eq]
    rcases le_total (t x) (t y) with h | h
    · linarith [abs_nonneg (x - y)]
    · have h1 := mul_le_mul_of_nonneg_left (levelFilling_antitone hβ h) (half_pos two_pos |>.le.trans
        (by linarith : (2 : ℝ) / 2 ≤ 1 + U / 2) |> fun _ => (by linarith : 0 ≤ U / 2))
      linarith [hG x, hG y, neg_abs_le (x - y)]
  have hL : HasDerivAt (levelFilling β) (-(β / 2 * n μ * (2 - n μ))) (t μ) := by
    have h := levelFilling_hasDerivAt β (t μ)
    rwa [← hF μ] at h
  have hb := levelFilling_bounds β (t μ)
  rw [← hF μ] at hb
  have h2 : 0 < 2 - n μ := by linarith [hb.2]
  have h0 : 0 < n μ := hb.1
  have hp : 0 ≤ β * U * n μ * (2 - n μ) := by positivity
  have hne : U / 2 * (-(β / 2 * n μ * (2 - n μ))) - 1 ≠ 0 := by
    apply ne_of_lt
    linarith
  -- inverse-function rule for the level position, then the chain rule
  have hT := HasDerivAt.of_local_left_inverse hlip.continuous.continuousAt
    ((hL.const_mul (U / 2)).fun_sub (hasDerivAt_id' (t μ))) hne (Eventually.of_forall hG)
  refine ((hL.comp μ hT).congr_of_eventuallyEq (Eventually.of_forall hF)).congr_deriv ?_
  rw [← div_eq_mul_inv, div_eq_div_iff hne (by linarith : 0 < 4 + β * U * n μ * (2 - n μ)).ne']
  ring
```

At $\mu = U/2$ the value $n = 1$ solves the equation, because the level then sits at the chemical potential and $F(0) = 1$. By uniqueness $n(U/2) = 1$, and the general formula becomes

$$n'(U/2) = \frac{2\beta}{4+\beta U} = \frac{\beta}{2+\beta U/2}.$$

```lean
/-- For `β > 0` and `U ≥ 0` the mean-field filling has the slope `β / (2 + β U / 2)` at
`μ = U/2`. -/
theorem meanField_slope_half {β U : ℝ} (hβ : 0 < β) (hU : 0 ≤ U) {n : ℝ → ℝ}
    (hn : ∀ μ, IsMeanFieldFilling β U μ (n μ)) :
    HasDerivAt n (β / (2 + β * U / 2)) (U / 2) := by
  have h1 : IsMeanFieldFilling β U (U / 2) 1 := by
    norm_num [IsMeanFieldFilling, levelFilling]
  have hone : n (U / 2) = 1 := (meanField_existsUnique hβ hU (U / 2)).unique (hn _) h1
  have h := meanField_hasDerivAt hβ hU hn (U / 2)
  rw [hone] at h
  refine h.congr_deriv ?_
  rw [div_eq_div_iff (by ring_nf; positivity) (by positivity)]
  ring
```

## The strict comparison

Let $\beta, U > 0$. Then $x = \beta U/2$ is positive and $1 + x < e^x$, hence $0 < 2 + x < 1 + e^x$, and

$$\frac{\beta}{1+e^{\beta U/2}} < \frac{\beta}{2+\beta U/2}.$$

At $U = 0$ both slopes equal $\beta/2$, so a strict inequality requires $U \neq 0$.

The theorem collects the results for $\beta, U > 0$. There is a function `n` such that a number `m` solves the mean-field equation at `μ` if and only if `m = n μ`. This function is differentiable everywhere, the two slopes at $U/2$ have the stated values, and the exact one is strictly smaller. The proof uses `choose` to turn the solutions at the separate chemical potentials into a function, and `Real.add_one_lt_exp` supplies the exponential inequality.

```lean
/-- For `β, U > 0` the restricted mean-field equation has a unique solution `n μ` at each `μ`,
differentiable in `μ`, and at `μ = U/2` its slope strictly exceeds that of the exact filling. -/
theorem meanField_overestimates_slope {β U : ℝ} (hβ : 0 < β) (hU : 0 < U) :
    ∃ n : ℝ → ℝ, (∀ μ m, IsMeanFieldFilling β U μ m ↔ m = n μ) ∧ Differentiable ℝ n ∧
      HasDerivAt n (β / (2 + β * U / 2)) (U / 2) ∧
      HasDerivAt (exactFilling β U) (β / (1 + Real.exp (β * U / 2))) (U / 2) ∧
      β / (1 + Real.exp (β * U / 2)) < β / (2 + β * U / 2) := by
  have eu := meanField_existsUnique hβ hU.le
  choose n hn using fun μ => (eu μ).exists
  refine ⟨n, fun μ m => ⟨fun h => (eu μ).unique h (hn μ), ?_⟩,
    fun μ => (meanField_hasDerivAt hβ hU.le hn μ).differentiableAt,
    meanField_slope_half hβ hU.le hn, exactFilling_hasDerivAt β U, ?_⟩
  · rintro rfl
    exact hn μ
  · have hx : β * U / 2 ≠ 0 := by positivity
    exact div_lt_div_of_pos_left hβ (by positivity) (by linarith [Real.add_one_lt_exp hx])
```

## Cooling the atom

As $\beta \to \infty$ at fixed $U > 0$, the exponential wins over the factor $\beta$. From $e^x \ge 1 + x + x^2/2$ with $x = \beta U/2$,

$$0 \le \frac{\beta}{1+e^{\beta U/2}} \le \frac{\beta}{\beta^2U^2/8} = \frac{8}{U^2\beta} \to 0,$$

whereas

$$\frac{\beta}{2+\beta U/2} = \frac{1}{2/\beta + U/2} \to \frac{2}{U}.$$

The exact atom thus becomes incompressible at half filling, and restricted mean field leaves it with a finite response. The theorem concerns the single point $\mu = U/2$, the centre of the plateau $n = 1$ that the Gibbs weights produce for $0 < \mu < U$ at zero temperature.

In the statement, `n β μ` is any family of solutions for positive `β`, and `atTop` is the limit $\beta \to \infty$. Lean's `deriv` returns 0 where a function has no derivative, but the earlier theorems show that both derivatives exist for $\beta > 0$. The first limit is proved by squeezing with `squeeze_zero'`, the second by rewriting the slope as the reciprocal above.

```lean
/-- For `U > 0`, as the temperature goes to zero, the slope of the filling at `μ = U/2` tends to
0 for the exact atom and to `2 / U` in restricted mean field. -/
theorem slope_zero_temperature {U : ℝ} (hU : 0 < U) {n : ℝ → ℝ → ℝ}
    (hn : ∀ β, 0 < β → ∀ μ, IsMeanFieldFilling β U μ (n β μ)) :
    Tendsto (fun β => deriv (exactFilling β U) (U / 2)) atTop (𝓝 0) ∧
      Tendsto (fun β => deriv (n β) (U / 2)) atTop (𝓝 (2 / U)) := by
  constructor
  · simp only [fun β => (exactFilling_hasDerivAt β U).deriv]
    have hlim : Tendsto (fun β : ℝ => 8 / U ^ 2 / β) atTop (𝓝 0) :=
      tendsto_const_nhds.div_atTop tendsto_id
    refine squeeze_zero' ?_ ?_ hlim
    · filter_upwards [eventually_gt_atTop 0] with β hβ
      positivity
    · -- the exponential outgrows its quadratic Taylor term
      filter_upwards [eventually_gt_atTop 0] with β hβ
      have hq := Real.quadratic_le_exp_of_nonneg (show 0 ≤ β * U / 2 by positivity)
      have hx : 0 < β * U := by positivity
      rw [div_div, div_le_div_iff₀ (by positivity) (by positivity)]
      nlinarith
  · have hlim : Tendsto (fun β : ℝ => (2 / β + U / 2)⁻¹) atTop (𝓝 (0 + U / 2)⁻¹) :=
      ((tendsto_const_nhds.div_atTop tendsto_id).add tendsto_const_nhds).inv₀ (by positivity)
    rw [zero_add, inv_div] at hlim
    refine hlim.congr' ?_
    filter_upwards [eventually_gt_atTop 0] with β hβ
    have h : 2 / β + U / 2 = (2 + β * U / 2) / β := by
      rw [mul_div_assoc, add_div, mul_div_cancel_left₀ _ hβ.ne']
    rw [(meanField_slope_half hβ hU.le (hn β hβ)).deriv, h, inv_div]

end

end HubbardAtomCompressibility
```

```lean
#print axioms HubbardAtomCompressibility.meanField_overestimates_slope
-- 'HubbardAtomCompressibility.meanField_overestimates_slope' depends on axioms: [propext, Classical.choice, Quot.sound]
#print axioms HubbardAtomCompressibility.slope_zero_temperature
-- 'HubbardAtomCompressibility.slope_zero_temperature' depends on axioms: [propext, Classical.choice, Quot.sound]
```
